# A one-sided bound on the Γ-point sampling error for a fixed one-dimensional plane-wave set

## Two plane waves

Take a cell of length $L$, units with $\hbar=m_e=1$, and the two plane waves $G=\pm g$ with $g=2\pi/L$. A real potential couples them through one Fourier coefficient $v$; its mean only shifts the energy and is set to zero. At wave vector $k$ the kinetic energies are $(k\pm g)^2/2$, and the lower eigenvalue is

$$E_1(k)=\frac{k^2+g^2}{2}-\sqrt{k^2g^2+|v|^2}\;\le\;E_1(0)+\frac{k^2}{2}.$$

The terms $\pm kg$, linear in $k$, can only lower the ground level. What can raise it is the term $k^2/2$, which is the same for both plane waves.

## The bound for N levels

Let $S$ be a finite set of integers closed under negation, with $G=2\pi m/L$ for $m\in S$, and let

$$H(k)_{mn}=\tfrac12(k+2\pi m/L)^2\,\delta_{mn}+V(m-n),\qquad V(-q)=\overline{V(q)}.$$

Write $E_N(k)$ for the sum of the $N$ lowest eigenvalues, with $N\le|S|$. The claim is $E_N(k)\le E_N(0)+Nk^2/2$, together with its average over $|k|\le\pi/L$.

**Occupations.** Let $\varepsilon_j$ be the eigenvalues of a Hermitian matrix, $s$ a set of $N$ lowest levels and $\mu$ a number separating them from the rest. If $0\le w_j\le1$ and $\sum_j w_j=N$, then $(\varepsilon_j-\mu)(w_j-1)\ge0$ for $j\in s$ and $(\varepsilon_j-\mu)w_j\ge0$ otherwise. Summing over $j$, the terms in $\mu$ cancel and $\sum_j\varepsilon_jw_j\ge\sum_{j\in s}\varepsilon_j$.

**Trial orbitals.** Let $u_i$ be $N$ orthonormal vectors and $\varphi_j$ the orthonormal eigenvectors. Then $\sum_i\langle u_i|H|u_i\rangle=\sum_j\varepsilon_jw_j$ with $w_j=\sum_i|\langle\varphi_j|u_i\rangle|^2$. Bessel's inequality gives $w_j\le1$ and normalisation gives $\sum_jw_j=N$, so the trial energy is at least the sum of the $N$ lowest levels.

**Concavity.** Let $a,b\ge0$ with $a+b=1$. Since $(k+G)^2/2$ is $k^2/2$ plus terms at most linear in $k$,

$$H(ax+by)=aH(x)+bH(y)+c,\qquad c=\tfrac12\left[(ax+by)^2-ax^2-by^2\right].$$

Using the occupied eigenvectors of the left side as trial orbitals for $H(x)$ and $H(y)$ gives $E_N(ax+by)\ge aE_N(x)+bE_N(y)+Nc$. Thus $E_N(k)-Nk^2/2$ is concave, hence continuous.

**Reflection.** Reversing every $G$ turns $H(-k)$ into the transpose of $H(k)$, so $E_N(-k)=E_N(k)$. With $x=k$, $y=-k$ and $a=b=\tfrac12$, concavity reads $E_N(0)\ge E_N(k)-Nk^2/2$, which is the claim.

**Average.** Integrating the pointwise bound,

$$\frac{L}{2\pi}\int_{-\pi/L}^{\pi/L}E_N(k)\,dk\le E_N(0)+\frac{L}{2\pi}\cdot\frac N3\left(\frac{\pi}{L}\right)^3=E_N(0)+\frac{N\pi^2}{6L^2}.$$

A derivation can go wrong by reusing the Γ orbitals at $k$ and declaring their linear term zero because $E_N$ is even. Evenness removes a derivative only where one exists. For $v=0$ in the two-wave example, $E_1$ has a cusp at Γ, and the valid Γ orbital $G=g$ has the linear term $kg$. Treating $k$ and $-k$ together avoids the problem.

## Lowest sums of Hermitian matrices

The general lemmas concern a complex matrix indexed by any finite type `n`.

```lean
import Mathlib

open Matrix ComplexConjugate
open scoped Real

namespace GammaPointSampling

noncomputable section

variable {n : Type*} [Fintype n] [DecidableEq n] {A B C : Matrix n n ℂ} {N : ℕ}
```

`lowestSum` is the minimum, over all subsets of `N` indices, of the sum of the corresponding eigenvalues. It needs no ordering of the levels and counts degenerate ones with multiplicity.

```lean
/-- The sum of the `N` lowest eigenvalues of a Hermitian matrix, counted with multiplicity:
the least value of a sum over `N` of its eigenvalues. -/
def lowestSum (hA : A.IsHermitian) (hN : N ≤ Fintype.card n) : ℝ :=
  (Finset.powersetCard N (Finset.univ : Finset n)).inf'
    (Finset.powersetCard_nonempty.2 hN) fun s => ∑ i ∈ s, hA.eigenvalues i
```

`expect` takes the real part of $\langle x|A|x\rangle$; for Hermitian `A` nothing is lost.

```lean
/-- The real part of the expectation value `⟨x|A|x⟩`. -/
def expect (A : Matrix n n ℂ) (x : EuclideanSpace ℂ n) : ℝ :=
  (star x.ofLp ⬝ᵥ A *ᵥ x.ofLp).re
```

The occupation argument comes next. `hswap` shows that exchanging an occupied and an empty level cannot lower the minimal sum. This yields the separating level `μ`, with the case of no occupied levels treated apart, and `hp` is the inequality for each level.

```lean
/-- Some `N` levels realise the lowest sum, and no fractional occupations between 0 and 1
with total `N` have a lower energy. -/
theorem lowestSum_occupation (hA : A.IsHermitian) (hN : N ≤ Fintype.card n) :
    ∃ s : Finset n, s.card = N ∧ lowestSum hA hN = ∑ i ∈ s, hA.eigenvalues i ∧
      ∀ w : n → ℝ, (∀ j, 0 ≤ w j ∧ w j ≤ 1) → ∑ j, w j = N →
        lowestSum hA hN ≤ ∑ j, hA.eigenvalues j * w j := by
  obtain ⟨s, hs, hE⟩ := Finset.exists_mem_eq_inf' (Finset.powersetCard_nonempty.2 hN)
    (fun s : Finset n => ∑ i ∈ s, hA.eigenvalues i)
  have hE' : lowestSum hA hN = ∑ i ∈ s, hA.eigenvalues i := hE
  have hc := (Finset.mem_powersetCard.1 hs).2
  refine ⟨s, hc, hE', fun w hw hsum => ?_⟩
  -- exchanging an occupied and an empty level cannot lower the sum
  have hswap : ∀ i ∈ s, ∀ j, j ∉ s → hA.eigenvalues i ≤ hA.eigenvalues j := by
    intro i hi j hj
    have hj' : j ∉ s.erase i := fun h => hj (Finset.mem_of_mem_erase h)
    have ht : (insert j (s.erase i)).card = N := by
      rw [Finset.card_insert_of_notMem hj', Finset.card_erase_add_one hi, hc]
    have h : lowestSum hA hN ≤ ∑ l ∈ insert j (s.erase i), hA.eigenvalues l :=
      Finset.inf'_le (fun s : Finset n => ∑ i ∈ s, hA.eigenvalues i)
        (Finset.mem_powersetCard.2 ⟨Finset.subset_univ _, ht⟩)
    rw [hE', Finset.sum_insert hj', ← Finset.add_sum_erase s _ hi] at h
    linarith
  -- hence a Fermi level separates them
  obtain ⟨μ, h1, h2⟩ : ∃ μ, (∀ i ∈ s, hA.eigenvalues i ≤ μ) ∧
      ∀ j, j ∉ s → μ ≤ hA.eigenvalues j := by
    rcases s.eq_empty_or_nonempty with h | h
    · obtain ⟨μ, hμ⟩ := (Set.finite_range hA.eigenvalues).bddBelow
      exact ⟨μ, by simp [h], fun j _ => hμ ⟨j, rfl⟩⟩
    · obtain ⟨i, hi, hmax⟩ := s.exists_max_image hA.eigenvalues h
      exact ⟨_, hmax, hswap i hi⟩
  have hp : ∀ j ∈ Finset.univ, (if j ∈ s then hA.eigenvalues j - μ else 0) + μ * w j ≤
      hA.eigenvalues j * w j := by
    intro j _
    split_ifs with h
    · nlinarith [h1 j h, (hw j).2]
    · nlinarith [h2 j h, (hw j).1]
  have := Finset.sum_le_sum hp
  rw [Finset.sum_add_distrib, ← Finset.mul_sum, hsum, Finset.sum_ite_mem,
    Finset.univ_inter, Finset.sum_sub_distrib, Finset.sum_const, hc, nsmul_eq_mul] at this
  linarith
```

The expansion in eigenvectors follows. `key` moves the matrix onto the eigenvector, where it becomes the eigenvalue.

```lean
/-- The expectation value of a Hermitian matrix is the sum of its eigenvalues weighted by the
squared overlaps with the eigenvectors. -/
theorem expect_eq_sum (hA : A.IsHermitian) (x : EuclideanSpace ℂ n) :
    expect A x = ∑ j, hA.eigenvalues j * ‖inner ℂ (hA.eigenvectorBasis j) x‖ ^ 2 := by
  have e : ∀ u w : EuclideanSpace ℂ n, inner ℂ u w = star u.ofLp ⬝ᵥ w.ofLp := fun u w => by
    rw [EuclideanSpace.inner_eq_star_dotProduct, dotProduct_comm]
  have key : ∀ j, inner ℂ (hA.eigenvectorBasis j) (WithLp.toLp 2 (A *ᵥ x.ofLp)) =
      (hA.eigenvalues j : ℂ) * inner ℂ (hA.eigenvectorBasis j) x := by
    intro j
    have h := congrArg star (hA.mulVec_eigenvectorBasis j)
    rw [Matrix.star_mulVec, hA.eq] at h
    rw [e, e, Matrix.dotProduct_mulVec, h]
    simp [star_smul, smul_dotProduct]
  change (star x.ofLp ⬝ᵥ (WithLp.toLp 2 (A *ᵥ x.ofLp)).ofLp).re = _
  rw [← e, ← hA.eigenvectorBasis.sum_inner_mul_inner, Complex.re_sum]
  refine Finset.sum_congr rfl fun j _ => ?_
  rw [key, ← inner_conj_symm x (hA.eigenvectorBasis j)]
  generalize inner ℂ (hA.eigenvectorBasis j) x = z
  rw [← Complex.normSq_eq_norm_sq, Complex.normSq_apply]
  simp
  ring
```

`lowestSum_concave` contains the variational step. Inside it, `trial` checks the two conditions on the weights, `hv` and `h1` evaluate `A` and the identity on the eigenvectors of `A`, and `hl` splits the expectation value linearly.

```lean
/-- If `A = aB + bC + c` with Hermitian `A`, `B`, `C`, real `c` and `a, b ≥ 0`, the sum of the
`N` lowest eigenvalues of `A` is at least the same combination of those of `B` and `C`,
plus `Nc`. -/
theorem lowestSum_concave (hA : A.IsHermitian) (hB : B.IsHermitian) (hC : C.IsHermitian)
    (hN : N ≤ Fintype.card n) {a b c : ℝ} (ha : 0 ≤ a) (hb : 0 ≤ b)
    (h : A = (a : ℂ) • B + (b : ℂ) • C + (c : ℂ) • (1 : Matrix n n ℂ)) :
    a * lowestSum hB hN + b * lowestSum hC hN + N * c ≤ lowestSum hA hN := by
  obtain ⟨s, hs, hE, -⟩ := lowestSum_occupation hA hN
  have ho := hA.eigenvectorBasis.orthonormal
  -- the occupied eigenvectors of A are trial orbitals for B and C
  have trial : ∀ {M : Matrix n n ℂ} (hM : M.IsHermitian),
      lowestSum hM hN ≤ ∑ i ∈ s, expect M (hA.eigenvectorBasis i) := by
    intro M hM
    obtain ⟨_, _, _, hmin⟩ := lowestSum_occupation hM hN
    simp only [expect_eq_sum hM]
    rw [Finset.sum_comm]
    simp only [← Finset.mul_sum]
    refine hmin _ (fun j => ⟨by positivity, ?_⟩) ?_
    · have h := ho.sum_inner_products_le (hM.eigenvectorBasis j) (s := s)
      simpa [norm_inner_symm, hM.eigenvectorBasis.orthonormal.1 j] using h
    · rw [Finset.sum_comm]
      simp [hM.eigenvectorBasis.sum_sq_norm_inner_right, ho.1, hs]
  have hv : ∀ j, expect A (hA.eigenvectorBasis j) = hA.eigenvalues j := by
    intro j
    rw [expect_eq_sum hA, Finset.sum_eq_single j]
    · simp [ho.1 j]
    · intro l _ hl
      simp [ho.2 hl]
    · simp
  have h1 : ∀ j, expect 1 (hA.eigenvectorBasis j) = 1 := by
    intro j
    rw [expect, Matrix.one_mulVec, dotProduct_comm,
      ← EuclideanSpace.inner_eq_star_dotProduct, inner_self_eq_norm_sq_to_K, ho.1 j]
    simp
  have hl : ∀ x, expect A x = a * expect B x + b * expect C x + c * expect 1 x := by
    intro x
    rw [h]
    simp [expect, Matrix.add_mulVec, Matrix.smul_mulVec, dotProduct_add, dotProduct_smul]
  have hsum : ∑ i ∈ s, hA.eigenvalues i = a * ∑ i ∈ s, expect B (hA.eigenvectorBasis i) +
      b * ∑ i ∈ s, expect C (hA.eigenvectorBasis i) + N * c := by
    simp only [← hv, hl, h1, mul_one, Finset.sum_add_distrib, ← Finset.mul_sum,
      Finset.sum_const, hs, nsmul_eq_mul]
  rw [hE, hsum]
  linarith [mul_le_mul_of_nonneg_left (trial hB) ha, mul_le_mul_of_nonneg_left (trial hC) hb]
```

## The plane-wave Hamiltonian and its band energy

The matrix is indexed by the elements of `S`, and `V q` is the Fourier coefficient at $2\pi q/L$. The physical reading requires $L\ne0$, since Lean sets division by zero to zero.

```lean
/-- The plane-wave Hamiltonian `(k+G)²/2 + V(G-G')` for `G = 2πm/L`, `m ∈ S`, with `L ≠ 0`. -/
def hamiltonian (L : ℝ) (S : Finset ℤ) (V : ℤ → ℂ) (k : ℝ) : Matrix S S ℂ :=
  Matrix.diagonal (fun m : S => (((k + 2 * π * (m.1 : ℝ) / L) ^ 2 / 2 : ℝ) : ℂ)) +
    Matrix.of fun m n : S => V (m.1 - n.1)
```

The condition `hV` says that the potential is real in position space, and it makes the matrix Hermitian.

```lean
/-- If `V(-q) = conj V(q)`, the plane-wave Hamiltonian is Hermitian. -/
theorem hamiltonian_isHermitian (L : ℝ) (S : Finset ℤ) {V : ℤ → ℂ}
    (hV : ∀ q, V (-q) = conj (V q)) (k : ℝ) : (hamiltonian L S V k).IsHermitian := by
  refine Matrix.IsHermitian.add ?_ ?_
  · rw [Matrix.IsHermitian, Matrix.diagonal_conjTranspose]
    congr 1
    ext m
    exact Complex.conj_ofReal _
  · ext m n
    change conj (V (n.1 - m.1)) = V (m.1 - n.1)
    rw [← hV, neg_sub]
```

`bandEnergy` is $E_N(k)$. It fills exactly `N` orbitals at every $k$, without a spin factor.

```lean
variable {L : ℝ} {S : Finset ℤ} {V : ℤ → ℂ}

/-- The band energy `E_N(k)`: the sum of the `N` lowest eigenvalues of `H(k)`, for `L ≠ 0`. -/
def bandEnergy (L : ℝ) (hV : ∀ q, V (-q) = conj (V q)) (hN : N ≤ S.card) (k : ℝ) : ℝ :=
  lowestSum (hamiltonian_isHermitian L S hV k) (hN.trans_eq (Fintype.card_coe S).symm)
```

For concavity, the matrix identity with the constant $c$ is checked entry by entry, on and off the diagonal.

```lean
/-- The band energy minus the free-electron term `N k²/2` is concave in `k`. -/
theorem bandEnergy_concave (hV : ∀ q, V (-q) = conj (V q)) (hN : N ≤ S.card) :
    ConcaveOn ℝ Set.univ fun k => bandEnergy L hV hN k - N * (k ^ 2 / 2) := by
  refine ⟨convex_univ, fun x _ y _ a b ha hb hab => ?_⟩
  obtain rfl : b = 1 - a := by linarith
  simp only [smul_eq_mul]
  have hH := hamiltonian_isHermitian L S hV
  have h := lowestSum_concave (hH (a * x + (1 - a) * y)) (hH x) (hH y)
    (hN.trans_eq (Fintype.card_coe S).symm) ha hb
    (c := ((a * x + (1 - a) * y) ^ 2 - a * x ^ 2 - (1 - a) * y ^ 2) / 2) (by
      ext m n
      simp only [hamiltonian, Matrix.add_apply, Matrix.smul_apply, Matrix.of_apply, smul_eq_mul]
      rcases eq_or_ne m n with rfl | hmn
      · simp only [Matrix.diagonal_apply_eq, Matrix.one_apply_eq]
        push_cast
        ring
      · simp only [Matrix.diagonal_apply_ne _ hmn, Matrix.one_apply_ne hmn]
        push_cast
        ring)
  change a * bandEnergy L hV hN x + (1 - a) * bandEnergy L hV hN y + _ ≤
    bandEnergy L hV hN (a * x + (1 - a) * y) at h
  linear_combination h
```

For reflection, `e` is the map $m\mapsto-m$ on `S`, which exists by `hS`. `hH` is the transpose identity; equal characteristic polynomials then give equal eigenvalues.

```lean
/-- On a plane-wave set closed under negation the band energy is even in `k`. -/
theorem bandEnergy_neg (hS : ∀ m ∈ S, -m ∈ S) (hV : ∀ q, V (-q) = conj (V q))
    (hN : N ≤ S.card) (k : ℝ) : bandEnergy L hV hN (-k) = bandEnergy L hV hN k := by
  let e : S ≃ S := ⟨fun m => ⟨-m.1, hS _ m.2⟩, fun m => ⟨-m.1, hS _ m.2⟩,
    fun m => Subtype.ext (neg_neg m.1), fun m => Subtype.ext (neg_neg m.1)⟩
  -- reversing every G turns H(-k) into the transpose of H(k)
  have hH : hamiltonian L S V (-k) = Matrix.reindex e e (hamiltonian L S V k)ᵀ := by
    ext m n
    change Matrix.diagonal _ m n + V (m.1 - n.1) =
      Matrix.diagonal _ (e.symm n) (e.symm m) + V (-n.1 - -m.1)
    rw [show -n.1 - -m.1 = m.1 - n.1 by ring]
    congr 1
    rcases eq_or_ne m n with rfl | h
    · rw [Matrix.diagonal_apply_eq, Matrix.diagonal_apply_eq]
      congr 1
      change _ = (k + 2 * π * ((-m.1 : ℤ) : ℝ) / L) ^ 2 / 2
      push_cast
      ring
    · rw [Matrix.diagonal_apply_ne _ h,
        Matrix.diagonal_apply_ne _ (fun h' => h (e.symm.injective h').symm)]
  have hev := (Matrix.IsHermitian.eigenvalues_eq_eigenvalues_iff
    (hamiltonian_isHermitian L S hV (-k)) (hamiltonian_isHermitian L S hV k)).2
    (by rw [hH, Matrix.charpoly_reindex, Matrix.charpoly_transpose])
  simp only [bandEnergy, lowestSum, hev]
```

## From the midpoint inequality to the zone average

The pointwise theorem applies concavity at $k$ and $-k$ with weights one half. Some condition on `S` is needed here: for $S=\{1\}$ and $N=1$ one has $E_1(k)=E_1(0)+kg+k^2/2$, which breaks the bound for $k>0$ when $L>0$.

```lean
/-- On a plane-wave set closed under negation, `E_N(k) ≤ E_N(0) + N k²/2`, for `L ≠ 0`. -/
theorem bandEnergy_le_gamma (hS : ∀ m ∈ S, -m ∈ S) (hV : ∀ q, V (-q) = conj (V q))
    (hN : N ≤ S.card) (k : ℝ) :
    bandEnergy L hV hN k ≤ bandEnergy L hV hN 0 + N * (k ^ 2 / 2) := by
  -- Gamma is the midpoint of k and -k
  have h := (bandEnergy_concave (L := L) hV hN).2 (Set.mem_univ k) (Set.mem_univ (-k))
    (by norm_num : (0 : ℝ) ≤ 1 / 2) (by norm_num : (0 : ℝ) ≤ 1 / 2) (by norm_num)
  simp only [smul_eq_mul, bandEnergy_neg hS] at h
  rw [show (1 / 2 : ℝ) * k + 1 / 2 * -k = 0 by ring] at h
  linarith
```

Continuity comes from concavity on the whole line, after the quadratic term is added back. It makes the band energy integrable, so the integral below is a genuine average.

```lean
/-- The band energy is a continuous function of `k`. -/
theorem bandEnergy_continuous (hV : ∀ q, V (-q) = conj (V q)) (hN : N ≤ S.card) :
    Continuous (bandEnergy L hV hN) := by
  have hg := continuousOn_univ.1 ((bandEnergy_concave (L := L) hV hN).continuousOn isOpen_univ)
  have hq : Continuous fun k : ℝ => (N : ℝ) * (k ^ 2 / 2) := by fun_prop
  exact (hg.add hq).congr fun k => by simp
```

The last theorem assumes $L>0$ and divides the integral by the zone width $2\pi/L$. Its proof integrates the pointwise bound using the antiderivative $E k+Nk^3/6$, where $E$ is the Γ value.

```lean
/-- On a plane-wave set closed under negation, the average of the band energy over `|k| ≤ π/L`
exceeds its Gamma-point value by at most `Nπ²/(6L²)`, for `L > 0`. -/
theorem average_le_gamma (hL : 0 < L) (hS : ∀ m ∈ S, -m ∈ S)
    (hV : ∀ q, V (-q) = conj (V q)) (hN : N ≤ S.card) :
    L / (2 * π) * ∫ k in (-(π / L))..(π / L), bandEnergy L hV hN k ≤
      bandEnergy L hV hN 0 + N * π ^ 2 / (6 * L ^ 2) := by
  have ha : 0 < π / L := div_pos Real.pi_pos hL
  have hb := bandEnergy_le_gamma (L := L) hS hV hN
  generalize bandEnergy L hV hN 0 = E at hb ⊢
  have hi : IntervalIntegrable (bandEnergy L hV hN) MeasureTheory.volume (-(π / L)) (π / L) :=
    (bandEnergy_continuous hV hN).intervalIntegrable _ _
  have hj : IntervalIntegrable (fun k : ℝ => E + N * (k ^ 2 / 2)) MeasureTheory.volume
      (-(π / L)) (π / L) := Continuous.intervalIntegrable (by fun_prop) _ _
  have hle : ∫ k in (-(π / L))..(π / L), bandEnergy L hV hN k ≤
      ∫ k in (-(π / L))..(π / L), (E + N * (k ^ 2 / 2)) :=
    intervalIntegral.integral_mono_on (by linarith) hi hj fun k _ => hb k
  have hd : ∀ k : ℝ, HasDerivAt (fun k : ℝ => E * k + N / 6 * k ^ 3)
      (E + N * (k ^ 2 / 2)) k := by
    intro k
    refine (((hasDerivAt_id' k).const_mul E).fun_add
      ((hasDerivAt_pow 3 k).const_mul ((N : ℝ) / 6))).congr_deriv ?_
    change E * 1 + (N : ℝ) / 6 * (((3 : ℕ) : ℝ) * k ^ 2) = _
    push_cast
    ring
  rw [intervalIntegral.integral_eq_sub_of_hasDerivAt (fun k _ => hd k) hj] at hle
  calc _ ≤ L / (2 * π) * (E * (π / L) + N / 6 * (π / L) ^ 3 -
        (E * -(π / L) + N / 6 * (-(π / L)) ^ 3)) :=
        mul_le_mul_of_nonneg_left hle (by positivity)
    _ = _ := by
        field_simp
        ring

end

end GammaPointSampling
```

```lean
#print axioms GammaPointSampling.average_le_gamma
-- 'GammaPointSampling.average_le_gamma' depends on axioms: [propext, Classical.choice, Quot.sound]
```

For non-interacting electrons in one dimension, with a fixed potential and a fixed plane-wave set closed under negation, sampling only Γ therefore underestimates the zone-averaged band energy by at most $\pi^2/(6L^2)$ per occupied orbital. The bound is one-sided: the Γ value may also lie above the average, as in the two-wave example with $v=0$, and the bound does not limit by how much.

The set `S` is the same at every $k$, unlike a basis selected by a cutoff on $(k+G)^2/2$. The model also leaves out self-consistency, nonlocal potentials, and metals whose number of occupied levels varies with $k$.
